# With linearly independent pair features, a pair-only least-squares fit recovers the pair parameters exactly when the many-body energies are orthogonal to those features

I fit a pair potential to cluster energies, freeze it, and then fit three-body terms to whatever energy is left over. I want the first stage to return the real pair energy, so I tested it on synthetic data. Every cluster is regular with the same bond length, and its energy is $a$ per pair plus $b$ per triplet, with no noise at all.

Fitting only a pair energy to the dimer and the triangle gives $a+0.3\,b$. When I add the tetrahedron, I get about $a+0.587\,b$. The data contain the correct $a$, and least squares is supposed to find the best parameters. Why do I get a different wrong answer each time, and is there any training set for which the pair stage would be right?

## The pair terms absorb whatever many-body energy they can imitate

Your fits are correct least-squares fits. The pair-only model has no triplet term, so it uses the pair energy to reproduce as much of the triplet energy as it can, and how much that is depends on the clusters in the training set. The pair stage returns $a$ exactly when the many-body energies, listed over the training structures, are orthogonal to every pair feature.

Let $s$ label the training structures. The matrix $X$ has one row per structure and one column per pair feature, for instance the number of pairs in a distance bin. The matrix $Z$ holds the many-body features in the same way. With pair parameters $a$ and many-body parameters $b$, the reference energies are

$$y = Xa + Zb .$$

Assume that $X$ has full column rank: two different sets of pair parameters never predict the same energies for the whole training set. This fails, for example, if two distance bins are populated in the same ratio in every structure.

**The fit exists and is unique.** If $X^TXw=0$, then $|Xw|^2 = w^TX^TXw = 0$, so $Xw=0$ and hence $w=0$. The square matrix $X^TX$ is therefore invertible, and

$$c_0=(X^TX)^{-1}X^Ty$$

is the only solution of the normal equations $X^T(y-Xc)=0$. For any other parameter vector $c$, split the residual as

$$y-Xc=(y-Xc_0)+X(c_0-c).$$

The two parts are orthogonal, because $(y-Xc_0)^TX=0$. The squared error is then

$$|y-Xc|^2=|y-Xc_0|^2+|X(c_0-c)|^2 ,$$

and the last term is positive for $c\neq c_0$. So $c_0$ is the unique minimiser.

**The bias.** Inserting $y=Xa+Zb$ gives

$$c_0=(X^TX)^{-1}(X^TXa+X^TZb)=a+(X^TX)^{-1}X^TZb .$$

To see when the fit returns $a$, put $c=a$ into the normal equations. The residual is $y-Xa=Zb$, so $c_0=a$ exactly when $X^TZb=0$.

For the dimer and triangle, the pair counts are $(1,3)$ and the triplet counts $(0,1)$. Then $X^TX=1+9=10$ and $X^TZ=3$, which gives your $a+3b/10$. The tetrahedron has 6 pairs and 4 triplets, so the sums become $10+36=46$ and $3+24=27$, and the fit moves to $a+27b/46$. All these counts are nonnegative, so nothing in the sum $X^TZ$ can cancel. For $b\neq0$, a training set of such regular clusters therefore gives $a$ only if none of them contains a triplet, which leaves dimers alone.

## One more structure moves the fit unless its energy was already predicted

Now add a structure with pair features $x\neq0$ and energy $e$. Write $X'$ and $y'$ for the enlarged matrix and energy list. The left-hand side of the normal equations gains one term:

$$X'^T(y'-X'c)=X^T(y-Xc)+(e-x\cdot c)\,x .$$

The enlarged matrix still has full column rank, since it contains the old rows. At the old fit $c=c_0$ the first term on the right vanishes. The old parameters therefore solve the new equations exactly when $(e-x\cdot c_0)\,x=0$, that is, when $e=x\cdot c_0$. Your first fit predicts $6a+1.8\,b$ for the tetrahedron, whose energy is $6a+4b$, so for $b\neq0$ the parameters have to move.

Suppose instead that the old fit was unbiased, $c_0=a$, and that the new structure has many-body features $z$, so that $e=x\cdot a+z\cdot b$. The condition $e=x\cdot a$ then reduces to $z\cdot b=0$. An unbiased pair fit stays unbiased only if the added structure has no many-body energy.

When an interatomic potential that is linear in its parameters is fitted to electronic-structure energies, a coefficient from a pair-only fit can therefore depend on the choice of training structures as well as on the interaction, even if the energies carry no noise. In your two-stage scheme, the frozen pair term already contains part of the triplet energy. If the columns of $X$ and $Z$ together are linearly independent, fitting both blocks at once to such data returns $a$ and $b$; this follows from ordinary linear algebra and is not stated in the Lean file below.

## Structures as rows, features as columns

In the Lean file, the finite index types `m`, `p` and `q` label training structures, pair features and many-body features. The symbol `*ᵥ` applies a matrix to a vector, and `⬝ᵥ` is the dot product. Full column rank is the hypothesis `hX : Function.Injective X.mulVec`, which says that the map from pair parameters to predicted energies is injective.

`pairFit X y` is the closed formula $(X^TX)^{-1}X^Ty$, and `sqError X y c` is the sum of squared energy errors. If $X^TX$ is singular, Lean's inverse is the zero matrix and `pairFit` returns zero, whether or not that minimises the error; each general theorem therefore assumes `hX`.

The theorems say the following.

- `pairFit_minimises`: every parameter vector other than the fitted one has a strictly larger squared error. This justifies calling the formula a least-squares fit.
- `pairFit_bias`: for energies $Xa+Zb$, the fit equals $a+(X^TX)^{-1}X^TZb$, and it equals $a$ if and only if $X^TZb=0$.
- `pairFit_addStructure_iff`: when a structure with $x\neq0$ and energy $e$ is added, the fit is unchanged if and only if the old fit predicts $e$.
- `unbiased_addStructure_iff`: when a structure with $x\neq0$ and energy $x\cdot a+z\cdot b$ is added to a training set with energies $Xa+Zb$ and $X^TZb=0$, the enlarged fit returns $a$ if and only if $z\cdot b=0$.
- `cluster_fits`: your two numbers, for all real $a$ and $b$.

The enlarged training set is indexed by `Option m`, where `none` is the new structure and `some s` is the old structure `s`. The condition `hx : x ≠ 0` excludes a structure that the pair model cannot see, such as one whose atoms are all beyond the cutoff. With $x=0$ the fit stays the same whatever $e$ is, while the predicted energy is zero, so the equivalence fails for $e\neq0$.

Each energy is that of a whole structure, not per atom, and is measured relative to the isolated atoms, because the model has no one-body term. All structures have equal weight, and there is no regularisation. Ranges and cutoffs, which enter nonlinearly, are fixed before the features are computed. The split into $Xa$ and $Zb$ is supplied by the user: it stands for the physical assumption that the chosen pair and many-body terms represent the reference energies completely. Nothing requires the columns of $Z$ to be independent of those of $X$. If the pair features and the many-body features can both produce the same nonzero list of energies, the reference energies can be split in several ways, and "unbiased" refers to the particular $a$ that was chosen.

```lean
import Mathlib

open Matrix

namespace PairPotentialFit

noncomputable section

variable {m p q : Type*} [Fintype m] [Fintype p] [Fintype q] [DecidableEq p]

/-- The vector `(XᵀX)⁻¹ Xᵀ y`. When the pair feature matrix `X` has full column rank, these are the
pair parameters of the least-squares fit to the energies `y`. -/
def pairFit (X : Matrix m p ℝ) (y : m → ℝ) : p → ℝ :=
  (Xᵀ * X)⁻¹ *ᵥ (Xᵀ *ᵥ y)

/-- The sum of squared energy errors of the pair model with parameters `c`. -/
def sqError (X : Matrix m p ℝ) (y : m → ℝ) (c : p → ℝ) : ℝ :=
  (y - X *ᵥ c) ⬝ᵥ (y - X *ᵥ c)

/-- The feature matrix after one more structure, with features `x`, joins the training set. -/
def addStructure {k : Type*} (X : Matrix m k ℝ) (x : k → ℝ) : Matrix (Option m) k ℝ :=
  Matrix.of fun s => s.elim x (fun i => X i)

/-- The list of energies after one more structure, with energy `e`, joins the training set. -/
def addEnergy (y : m → ℝ) (e : ℝ) : Option m → ℝ :=
  fun s => s.elim e y

/-- If the pair features have full column rank, the matrix `XᵀX` of the normal equations
is invertible. -/
theorem gram_det_isUnit {X : Matrix m p ℝ} (hX : Function.Injective X.mulVec) :
    IsUnit (Xᵀ * X).det := by
  rw [← Matrix.isUnit_iff_isUnit_det, ← Matrix.mulVec_injective_iff_isUnit]
  intro u v huv
  apply hX
  have h0 : (Xᵀ * X) *ᵥ (u - v) = 0 := by
    rw [Matrix.mulVec_sub]
    exact sub_eq_zero.2 huv
  -- a null vector of the Gram matrix has zero predicted energies
  have h1 : (X *ᵥ (u - v)) ⬝ᵥ (X *ᵥ (u - v)) = 0 := by
    rw [Matrix.dotProduct_mulVec, ← Matrix.mulVec_transpose, Matrix.mulVec_mulVec, h0,
      zero_dotProduct]
  have h2 := dotProduct_self_eq_zero.1 h1
  rw [Matrix.mulVec_sub] at h2
  exact sub_eq_zero.1 h2

/-- For pair features of full column rank, `c` is the fitted parameter vector exactly when its
energy residuals are orthogonal to every pair feature. -/
theorem pairFit_eq_iff {X : Matrix m p ℝ} (hX : Function.Injective X.mulVec)
    {y : m → ℝ} {c : p → ℝ} :
    pairFit X y = c ↔ Xᵀ *ᵥ (y - X *ᵥ c) = 0 := by
  have hG := gram_det_isUnit hX
  rw [Matrix.mulVec_sub, Matrix.mulVec_mulVec, sub_eq_zero]
  constructor
  · rintro rfl
    rw [pairFit, Matrix.mulVec_mulVec, Matrix.mul_nonsing_inv _ hG, Matrix.one_mulVec]
  · intro h
    rw [pairFit, h, Matrix.mulVec_mulVec, Matrix.nonsing_inv_mul _ hG, Matrix.one_mulVec]

/-- For pair features of full column rank, every parameter vector other than the fitted one has
a strictly larger sum of squared energy errors. -/
theorem pairFit_minimises {X : Matrix m p ℝ} (hX : Function.Injective X.mulVec)
    (y : m → ℝ) {c : p → ℝ} (hc : c ≠ pairFit X y) :
    sqError X y (pairFit X y) < sqError X y c := by
  have hr := (pairFit_eq_iff hX).1 (rfl : pairFit X y = pairFit X y)
  generalize pairFit X y = c₀ at hr hc ⊢
  -- split the residual into the optimal one and a change within the pair model
  have hsplit : y - X *ᵥ c = (y - X *ᵥ c₀) + X *ᵥ (c₀ - c) := by
    rw [Matrix.mulVec_sub]
    abel
  have hcross : (y - X *ᵥ c₀) ⬝ᵥ (X *ᵥ (c₀ - c)) = 0 := by
    rw [Matrix.dotProduct_mulVec, ← Matrix.mulVec_transpose, hr, zero_dotProduct]
  have hne : (X *ᵥ (c₀ - c)) ⬝ᵥ (X *ᵥ (c₀ - c)) ≠ 0 := by
    intro h
    have h2 := dotProduct_self_eq_zero.1 h
    rw [Matrix.mulVec_sub] at h2
    exact hc (hX (sub_eq_zero.1 h2).symm)
  have hnonneg : 0 ≤ (X *ᵥ (c₀ - c)) ⬝ᵥ (X *ᵥ (c₀ - c)) :=
    Finset.sum_nonneg fun i _ => mul_self_nonneg _
  have hpos := lt_of_le_of_ne hnonneg hne.symm
  unfold sqError
  rw [hsplit, add_dotProduct, dotProduct_add, dotProduct_add, hcross,
    dotProduct_comm (X *ᵥ (c₀ - c)) (y - X *ᵥ c₀), hcross]
  linarith

/-- Let the energies be `Xa + Zb` with pair features `X` of full column rank. The pair-only fit
returns `a + (XᵀX)⁻¹XᵀZb`, and this is `a` exactly when `XᵀZb = 0`. -/
theorem pairFit_bias {X : Matrix m p ℝ} (hX : Function.Injective X.mulVec)
    (Z : Matrix m q ℝ) (a : p → ℝ) (b : q → ℝ) :
    pairFit X (X *ᵥ a + Z *ᵥ b) = a + ((Xᵀ * X)⁻¹ * Xᵀ * Z) *ᵥ b ∧
      (pairFit X (X *ᵥ a + Z *ᵥ b) = a ↔ (Xᵀ * Z) *ᵥ b = 0) := by
  constructor
  · simp only [pairFit, Matrix.mulVec_add, Matrix.mulVec_mulVec]
    rw [Matrix.nonsing_inv_mul _ (gram_det_isUnit hX), Matrix.one_mulVec, Matrix.mul_assoc]
  · rw [pairFit_eq_iff hX, add_sub_cancel_left, Matrix.mulVec_mulVec]

/-- Let the pair features have full column rank, and add a structure with nonzero pair features
`x` and energy `e`. The fitted parameters stay the same exactly when the old fit already
predicts `e`. -/
theorem pairFit_addStructure_iff {X : Matrix m p ℝ} (hX : Function.Injective X.mulVec)
    (y : m → ℝ) {x : p → ℝ} (hx : x ≠ 0) (e : ℝ) :
    pairFit (addStructure X x) (addEnergy y e) = pairFit X y ↔ x ⬝ᵥ pairFit X y = e := by
  have hX' : Function.Injective (addStructure X x).mulVec := by
    intro u v h
    apply hX
    funext s
    exact congrFun h (some s)
  have hr := (pairFit_eq_iff hX).1 (rfl : pairFit X y = pairFit X y)
  rw [pairFit_eq_iff hX']
  generalize pairFit X y = c at hr ⊢
  -- the new structure adds a single term to the normal equations
  have key : (addStructure X x)ᵀ *ᵥ (addEnergy y e - addStructure X x *ᵥ c)
      = Xᵀ *ᵥ (y - X *ᵥ c) + (e - x ⬝ᵥ c) • x := by
    funext j
    change ∑ s : Option m, addStructure X x s j *
        (addEnergy y e s - ∑ i, addStructure X x s i * c i)
      = ∑ s, X s j * (y s - ∑ i, X s i * c i) + (e - ∑ i, x i * c i) * x j
    rw [Fintype.sum_option]
    simp only [addStructure, addEnergy, Matrix.of_apply, Option.elim_none, Option.elim_some]
    ring
  rw [key, hr, zero_add, smul_eq_zero, or_iff_left hx, sub_eq_zero]
  exact eq_comm

/-- Let the energies be `Xa + Zb`, with pair features `X` of full column rank and `XᵀZb = 0`. Add a
structure with nonzero pair features `x`, many-body features `z` and energy `x · a + z · b`. The
enlarged pair-only fit returns `a` exactly when the many-body energy `z · b` of the new structure
vanishes. -/
theorem unbiased_addStructure_iff {X : Matrix m p ℝ} (hX : Function.Injective X.mulVec)
    {Z : Matrix m q ℝ} (a : p → ℝ) {b : q → ℝ} (h : (Xᵀ * Z) *ᵥ b = 0)
    {x : p → ℝ} (hx : x ≠ 0) (z : q → ℝ) :
    pairFit (addStructure X x) (addStructure X x *ᵥ a + addStructure Z z *ᵥ b) = a ↔
      z ⬝ᵥ b = 0 := by
  have hy : addStructure X x *ᵥ a + addStructure Z z *ᵥ b
      = addEnergy (X *ᵥ a + Z *ᵥ b) (x ⬝ᵥ a + z ⬝ᵥ b) := by
    funext s
    cases s <;> rfl
  have hfit := (pairFit_bias hX Z a b).2.2 h
  have hadd := pairFit_addStructure_iff hX (X *ᵥ a + Z *ᵥ b) hx (x ⬝ᵥ a + z ⬝ᵥ b)
  rw [hfit] at hadd
  rw [hy, hadd, left_eq_add]

/-- Regular clusters have energy `a` per pair and `b` per triplet. A pair-only fit to the dimer
and triangle gives `a + 3b/10` per pair; with the tetrahedron included it gives `a + 27b/46`. -/
theorem cluster_fits (a b : ℝ) :
    pairFit !![1; 3] (!![1; 3] *ᵥ ![a] + !![0; 1] *ᵥ ![b]) = ![a + 3 / 10 * b] ∧
    pairFit !![1; 3; 6] (!![1; 3; 6] *ᵥ ![a] + !![0; 1; 4] *ᵥ ![b])
      = ![a + 27 / 46 * b] := by
  constructor
  · rw [pairFit_eq_iff]
    · ext i
      fin_cases i
      simp [Matrix.mulVec, dotProduct, Fin.sum_univ_succ]
      ring
    · -- the dimer alone already determines the pair energy
      intro u v h
      ext i
      rw [Subsingleton.elim i 0]
      simpa [Matrix.mulVec, dotProduct] using congrFun h 0
  · rw [pairFit_eq_iff]
    · ext i
      fin_cases i
      simp [Matrix.mulVec, dotProduct, Fin.sum_univ_succ]
      ring
    · intro u v h
      ext i
      rw [Subsingleton.elim i 0]
      simpa [Matrix.mulVec, dotProduct] using congrFun h 0

end

end PairPotentialFit
```

```lean
#print axioms PairPotentialFit.pairFit_eq_iff
-- 'PairPotentialFit.pairFit_eq_iff' depends on axioms: [propext, Classical.choice, Quot.sound]
#print axioms PairPotentialFit.pairFit_minimises
-- 'PairPotentialFit.pairFit_minimises' depends on axioms: [propext, Classical.choice, Quot.sound]
#print axioms PairPotentialFit.unbiased_addStructure_iff
-- 'PairPotentialFit.unbiased_addStructure_iff' depends on axioms: [propext, Classical.choice, Quot.sound]
#print axioms PairPotentialFit.cluster_fits
-- 'PairPotentialFit.cluster_fits' depends on axioms: [propext, Classical.choice, Quot.sound]
```

## From the normal equations to the cluster numbers

`gram_det_isUnit` proves that $X^TX$ is invertible. It first turns invertibility into injectivity. Two vectors `u` and `v` with the same image under $X^TX$ have a difference that this matrix sends to zero (`h0`), so the predicted energies of the difference have zero squared length (`h1`). They therefore vanish, and `hX` gives `u = v`.

`pairFit_eq_iff` is the statement that the other results use: `c` is the fit exactly when $X^T(y-Xc)=0$. After rewriting, this condition reads $X^Ty=X^TXc$, and the two directions cancel $X^TX$ against its inverse from either side.

`pairFit_minimises` follows the orthogonal splitting. The `generalize` step replaces the explicit formula by a vector `c₀`, of which only the normal equations `hr` are kept. Then `hsplit` is the decomposition of the residual, `hcross` says that the cross term vanishes, and `hpos` says that the extra squared length is positive. Expanding the square leaves an inequality that `linarith` closes.

In `pairFit_bias`, the first part multiplies out the formula and cancels $(X^TX)^{-1}X^TX$. The second part applies `pairFit_eq_iff` with `c` equal to `a`, where `add_sub_cancel_left` reduces the residual to $Zb$.

For `pairFit_addStructure_iff`, `hX'` shows that the enlarged feature matrix keeps full column rank by looking only at the old rows. The identity `key` is the one-term update of the normal equations: `Fintype.sum_option` separates the new structure from the sum over the old ones, and `ring` matches the two sides. With `hr` removing the old contribution, what remains is $(e-x\cdot c)\,x=0$, and `hx` forces the scalar factor to vanish.

`unbiased_addStructure_iff` combines the previous two theorems. The step `hy` recognises the enlarged energies as the old list with $x\cdot a+z\cdot b$ added, and `hfit` says that the old fit is `a`. The criterion becomes $x\cdot a=x\cdot a+z\cdot b$, which `left_eq_add` turns into $z\cdot b=0$.

`cluster_fits` checks the normal equations at the stated answers instead of computing an inverse. For the dimer and triangle, the residuals are $-3b/10$ and $b/10$, and weighting them with the pair counts gives $1\cdot(-3b/10)+3\cdot(b/10)=0$. With the tetrahedron, the residuals are $-27b/46$, $-35b/46$ and $22b/46$, and the weighted sum is $(-27-105+132)\,b/46=0$. Full column rank is proved from the dimer row alone, because the energy of a single pair already fixes a single pair parameter.
